# The logarithmic charge imbalance bounds the Fermi-level error for Boltzmann-distributed charges

A Fermi-level solver that stops when the net charge density is small can stop far from the neutral level. If all the charged species are scarce, the positive and negative densities are both tiny over a wide range of Fermi levels, and so is their difference. I would like a stopping test that bounds the error in the level itself.

My candidate uses logarithms. Let m be the Fermi level, b = 1/(k_B T), and let the positive and negative charge densities be

P(m) = ∑ᵢ aᵢ exp(−qᵢ b m)

R(m) = ∑ⱼ cⱼ exp(pⱼ b m)

with positive weights, at least one species on each side, and charge magnitudes qᵢ, pⱼ ≥ 1. If P(m₀) = R(m₀), I believe that every trial level m satisfies

|m − m₀| ≤ |ln P(m) − ln R(m)| / (2b).

Can this be made rigorous and machine-checked?

## The imbalance falls at a rate of at least 2b

Yes. Write L(m) = ln P(m) − ln R(m), and suppose that qᵢ ≥ s and pⱼ ≥ t for all species. Take x ≤ y. Each negative species obeys

cⱼ exp(pⱼ b y) = exp(pⱼ b (y − x)) · cⱼ exp(pⱼ b x) ≥ exp(t b (y − x)) · cⱼ exp(pⱼ b x).

Summing over j and taking logarithms gives

ln R(y) − ln R(x) ≥ t b (y − x).

The same comparison for the positive species gives

ln P(x) − ln P(y) ≥ s b (y − x).

Adding the two,

L(x) − L(y) ≥ (s + t) b (y − x).

At the neutral level L(m₀) = 0. If m ≤ m₀, setting x = m and y = m₀ gives L(m) ≥ (s + t) b (m₀ − m). If m ≥ m₀, setting x = m₀ and y = m gives −L(m) ≥ (s + t) b (m − m₀). In both cases, when s + t > 0,

|m − m₀| ≤ |L(m)| / ((s + t) b),

and s = t = 1 is your bound. An imbalance of |L| = 0.02, for example, places the trial level within 0.01 k_B T of neutrality.

A neutral level also exists. Put D = |L(0)|/(2b). The rate estimate gives

L(D) ≤ L(0) − 2bD ≤ 0 ≤ L(0) + 2bD ≤ L(−D),

so the continuous function L has a zero in [−D, D]. Any second neutral level has L = 0 and hence, by the error bound, zero distance from the first.

In the other direction, if qᵢ ≤ S and pⱼ ≤ T, each term changes by at most the corresponding exponential factor, and for non-negative charge magnitudes

|L(m)| ≤ (S + T) b |m − m₀|.

When every positive species has charge s and every negative species has charge −t, the two bounds meet and the error estimate is an equality. With s = t = 1 this shows that the factor 2 in your bound is the best possible.

## What the Lean statements say about the charges

The finite types `ι` and `κ` label the positive and negative species. `positiveCharge a q b m` is P(m), `negativeCharge c p b m` is R(m), a magnitude, and `logImbalance` is L(m). The theorem `fermi_level_certificate` is your claim: `ha` and `hc` make the weights positive, `hq` and `hp` put the charge magnitudes at one or more, `hb` is positive temperature, and `h₀` is neutrality at `m₀`. The final argument `m` is an arbitrary trial level.

Since P and R are charge densities, each weight contains the charge number as well as the site density, degeneracy and Boltzmann factor at m = 0. Charge numbers are real, so integers are a special case. The level m and 1/b share one energy unit.

The model is the dilute Boltzmann limit at fixed temperature, with weights independent of m. Fermi–Dirac carrier statistics and site saturation are not covered, nor is rounding error in the evaluated logarithms. Fully ionised dopants contribute a constant density, which means exponent zero and so violates the hypothesis of the certificate. The general theorem `fermi_error_le` still admits them on one side: with s = 0 and t = 1 the bound becomes |L(m)|/b.

Within this model, the result gives a defect-concentration calculation a stopping test with a guaranteed tolerance in the Fermi level.

```lean
import Mathlib

open Finset

namespace FermiLevelCertificate

noncomputable section

variable {ι κ : Type*} [Fintype ι] [Fintype κ]

/-- Total positive charge density at Fermi level `m` and inverse temperature `b`, for species
with charge numbers `q i` and weights `a i`. -/
def positiveCharge (a q : ι → ℝ) (b m : ℝ) : ℝ :=
  ∑ i, a i * Real.exp (-(q i * b * m))

/-- Total magnitude of the negative charge density at Fermi level `m` and inverse temperature
`b`, for species with charge numbers `-p j` and weights `c j`. -/
def negativeCharge (c p : κ → ℝ) (b m : ℝ) : ℝ :=
  ∑ j, c j * Real.exp (p j * b * m)

/-- The logarithmic charge imbalance: log of the positive minus log of the negative charge
density, for densities that are both positive. -/
def logImbalance (a q : ι → ℝ) (c p : κ → ℝ) (b m : ℝ) : ℝ :=
  Real.log (positiveCharge a q b m) - Real.log (negativeCharge c p b m)

lemma positiveCharge_eq (a q : ι → ℝ) (b m : ℝ) :
    positiveCharge a q b m = negativeCharge a q b (-m) := by
  simp [positiveCharge, negativeCharge]

lemma negativeCharge_pos [Nonempty κ] {c : κ → ℝ} (hc : ∀ j, 0 < c j) (p : κ → ℝ)
    (b m : ℝ) : 0 < negativeCharge c p b m :=
  Finset.sum_pos (fun j _ => mul_pos (hc j) (Real.exp_pos _)) Finset.univ_nonempty

/-- If every `p j` is at least `s`, the logarithm of the negative charge density rises with the
Fermi level at least at the rate `s * b`. -/
theorem log_negativeCharge_growth [Nonempty κ] {c p : κ → ℝ} {b s x y : ℝ}
    (hc : ∀ j, 0 < c j) (hp : ∀ j, s ≤ p j) (hb : 0 < b) (hxy : x ≤ y) :
    s * b * (y - x) ≤
      Real.log (negativeCharge c p b y) - Real.log (negativeCharge c p b x) := by
  -- compare the two sums species by species
  have key : Real.exp (s * b * (y - x)) * negativeCharge c p b x ≤ negativeCharge c p b y := by
    unfold negativeCharge
    rw [Finset.mul_sum]
    apply Finset.sum_le_sum
    intro j _
    have h1 : s * b * (y - x) ≤ p j * b * (y - x) :=
      mul_le_mul_of_nonneg_right (mul_le_mul_of_nonneg_right (hp j) hb.le) (sub_nonneg.2 hxy)
    calc Real.exp (s * b * (y - x)) * (c j * Real.exp (p j * b * x))
        = c j * Real.exp (s * b * (y - x) + p j * b * x) := by rw [Real.exp_add]; ring
      _ ≤ c j * Real.exp (p j * b * y) :=
        mul_le_mul_of_nonneg_left (Real.exp_le_exp.2 (by linarith)) (hc j).le
  have hpos := negativeCharge_pos hc p b x
  have h := Real.log_le_log (mul_pos (Real.exp_pos _) hpos) key
  rw [Real.log_mul (Real.exp_pos _).ne' hpos.ne', Real.log_exp] at h
  linarith

/-- If every `p j` is at most `S`, the logarithm of the negative charge density rises with the Fermi
level at most at the rate `S * b`. -/
theorem log_negativeCharge_growth_le [Nonempty κ] {c p : κ → ℝ} {b S x y : ℝ}
    (hc : ∀ j, 0 < c j) (hp : ∀ j, p j ≤ S) (hb : 0 < b) (hxy : x ≤ y) :
    Real.log (negativeCharge c p b y) - Real.log (negativeCharge c p b x) ≤
      S * b * (y - x) := by
  -- reverse the signs of the charges and of the Fermi level
  have e : ∀ z, negativeCharge c (fun j => -p j) b (-z) = negativeCharge c p b z := by
    intro z
    simp [negativeCharge]
  have h := log_negativeCharge_growth (p := fun j => -p j) (s := -S) hc
    (fun j => neg_le_neg (hp j)) hb (neg_le_neg hxy)
  rw [e, e] at h
  linarith

/-- With positive charges at least `s` and negative charges at least `t` in magnitude, the
logarithmic imbalance falls with the Fermi level at least at the rate `(s + t) * b`. -/
theorem logImbalance_decrease [Nonempty ι] [Nonempty κ] {a q : ι → ℝ} {c p : κ → ℝ}
    {b s t x y : ℝ} (ha : ∀ i, 0 < a i) (hc : ∀ j, 0 < c j) (hq : ∀ i, s ≤ q i)
    (hp : ∀ j, t ≤ p j) (hb : 0 < b) (hxy : x ≤ y) :
    (s + t) * b * (y - x) ≤ logImbalance a q c p b x - logImbalance a q c p b y := by
  have h1 := log_negativeCharge_growth ha hq hb (neg_le_neg hxy)
  have h2 := log_negativeCharge_growth hc hp hb hxy
  simp only [logImbalance, positiveCharge_eq]
  linarith

/-- With positive charges at least `s` and negative charges at least `t` in magnitude, the distance
to a neutral Fermi level is at most the absolute value of the logarithmic imbalance over `(s + t) *
b`, provided `s + t` is positive. -/
theorem fermi_error_le [Nonempty ι] [Nonempty κ] {a q : ι → ℝ} {c p : κ → ℝ}
    {b s t m₀ : ℝ} (ha : ∀ i, 0 < a i) (hc : ∀ j, 0 < c j) (hq : ∀ i, s ≤ q i)
    (hp : ∀ j, t ≤ p j) (hb : 0 < b) (hst : 0 < s + t)
    (h₀ : positiveCharge a q b m₀ = negativeCharge c p b m₀) (m : ℝ) :
    |m - m₀| ≤ |logImbalance a q c p b m| / ((s + t) * b) := by
  have hg : logImbalance a q c p b m₀ = 0 := by
    unfold logImbalance
    rw [h₀, sub_self]
  rw [le_div_iff₀ (mul_pos hst hb)]
  rcases le_total m m₀ with h | h
  · have h1 := logImbalance_decrease ha hc hq hp hb h
    rw [abs_of_nonpos (sub_nonpos.2 h)]
    linarith [le_abs_self (logImbalance a q c p b m)]
  · have h1 := logImbalance_decrease ha hc hq hp hb h
    rw [abs_of_nonneg (sub_nonneg.2 h)]
    linarith [neg_le_abs (logImbalance a q c p b m)]

/-- **Fermi-level certificate.** If all charge numbers are at least one in magnitude, any trial
level `m` lies within `|ln P(m) - ln R(m)| / (2 b)` of a neutral level `m₀`, where `P` and `R`
are the positive and negative charge densities. -/
theorem fermi_level_certificate [Nonempty ι] [Nonempty κ] {a q : ι → ℝ} {c p : κ → ℝ}
    {b m₀ : ℝ} (ha : ∀ i, 0 < a i) (hc : ∀ j, 0 < c j) (hq : ∀ i, 1 ≤ q i)
    (hp : ∀ j, 1 ≤ p j) (hb : 0 < b)
    (h₀ : positiveCharge a q b m₀ = negativeCharge c p b m₀) (m : ℝ) :
    |m - m₀| ≤
      |Real.log (positiveCharge a q b m) - Real.log (negativeCharge c p b m)| / (2 * b) := by
  have h := fermi_error_le ha hc hq hp hb (by norm_num) h₀ m
  rwa [one_add_one_eq_two] at h

/-- If all charge numbers are at least one in magnitude, there is exactly one Fermi level at
which the positive and negative charge densities balance. -/
theorem existsUnique_neutral_level [Nonempty ι] [Nonempty κ] {a q : ι → ℝ} {c p : κ → ℝ}
    {b : ℝ} (ha : ∀ i, 0 < a i) (hc : ∀ j, 0 < c j) (hq : ∀ i, 1 ≤ q i)
    (hp : ∀ j, 1 ≤ p j) (hb : 0 < b) :
    ∃! m₀, positiveCharge a q b m₀ = negativeCharge c p b m₀ := by
  have hP : ∀ m, 0 < positiveCharge a q b m := fun m => by
    rw [positiveCharge_eq]
    exact negativeCharge_pos ha q b (-m)
  have hR := negativeCharge_pos hc p b
  have cP : Continuous (fun m => positiveCharge a q b m) := by
    unfold positiveCharge
    fun_prop
  have cR : Continuous (fun m => negativeCharge c p b m) := by
    unfold negativeCharge
    fun_prop
  have cg : Continuous (fun m => logImbalance a q c p b m) :=
    (cP.log fun m => (hP m).ne').sub (cR.log fun m => (hR m).ne')
  -- the imbalance at level zero fixes a bracket: it is nonnegative at -D and nonpositive at D
  obtain ⟨D, hD⟩ : ∃ D, D = |logImbalance a q c p b 0| / (2 * b) := ⟨_, rfl⟩
  have hD0 : 0 ≤ D := by rw [hD]; positivity
  have hDb : D * (2 * b) = |logImbalance a q c p b 0| := by
    rw [hD]
    exact div_mul_cancel₀ _ (by positivity)
  have h1 := logImbalance_decrease ha hc hq hp hb hD0
  have h2 := logImbalance_decrease ha hc hq hp hb (neg_nonpos.2 hD0)
  have hr : logImbalance a q c p b D ≤ 0 := by
    linarith [le_abs_self (logImbalance a q c p b 0)]
  have hl : 0 ≤ logImbalance a q c p b (-D) := by
    linarith [neg_le_abs (logImbalance a q c p b 0)]
  obtain ⟨m₀, _, hm₀⟩ :=
    intermediate_value_Icc' (by linarith : -D ≤ D) cg.continuousOn ⟨hr, hl⟩
  have h₀ : positiveCharge a q b m₀ = negativeCharge c p b m₀ :=
    Real.log_injOn_pos (Set.mem_Ioi.2 (hP m₀)) (Set.mem_Ioi.2 (hR m₀)) (sub_eq_zero.1 hm₀)
  refine ⟨m₀, h₀, fun m hm => ?_⟩
  -- a second neutral level has zero imbalance, hence zero distance
  have h := fermi_level_certificate ha hc hq hp hb h₀ m
  rw [hm, sub_self, abs_zero, zero_div] at h
  exact sub_eq_zero.1 (abs_nonpos_iff.1 h)

/-- With charge magnitudes at most `S` on the positive and `T` on the negative side, the absolute
value of the logarithmic imbalance is at most `(S + T) * b` times the distance to a neutral level.
-/
theorem logImbalance_le_error [Nonempty ι] [Nonempty κ] {a q : ι → ℝ} {c p : κ → ℝ}
    {b S T m₀ : ℝ} (ha : ∀ i, 0 < a i) (hc : ∀ j, 0 < c j) (hq : ∀ i, 0 ≤ q i)
    (hp : ∀ j, 0 ≤ p j) (hqS : ∀ i, q i ≤ S) (hpT : ∀ j, p j ≤ T) (hb : 0 < b)
    (h₀ : positiveCharge a q b m₀ = negativeCharge c p b m₀) (m : ℝ) :
    |logImbalance a q c p b m| ≤ (S + T) * b * |m - m₀| := by
  have hg : logImbalance a q c p b m₀ = 0 := by
    unfold logImbalance
    rw [h₀, sub_self]
  have upper : ∀ x y, x ≤ y →
      logImbalance a q c p b x - logImbalance a q c p b y ≤ (S + T) * b * (y - x) := by
    intro x y hxy
    have h1 := log_negativeCharge_growth_le ha hqS hb (neg_le_neg hxy)
    have h2 := log_negativeCharge_growth_le hc hpT hb hxy
    simp only [logImbalance, positiveCharge_eq]
    linarith
  rcases le_total m m₀ with h | h
  · have h1 := logImbalance_decrease ha hc hq hp hb h
    have h2 := upper m m₀ h
    rw [abs_of_nonpos (sub_nonpos.2 h), abs_of_nonneg (by linarith)]
    linarith
  · have h1 := logImbalance_decrease ha hc hq hp hb h
    have h2 := upper m₀ m h
    rw [abs_of_nonneg (sub_nonneg.2 h), abs_of_nonpos (by linarith)]
    linarith

/-- If all positive species carry charge `s` and all negative species charge `-t`, the error
bound is an equality at every trial Fermi level. -/
theorem fermi_error_eq [Nonempty ι] [Nonempty κ] {a : ι → ℝ} {c : κ → ℝ} {b s t m₀ : ℝ}
    (ha : ∀ i, 0 < a i) (hc : ∀ j, 0 < c j) (hs : 0 < s) (ht : 0 < t) (hb : 0 < b)
    (h₀ : positiveCharge a (fun _ => s) b m₀ = negativeCharge c (fun _ => t) b m₀) (m : ℝ) :
    |m - m₀| = |logImbalance a (fun _ => s) c (fun _ => t) b m| / ((s + t) * b) := by
  apply le_antisymm
  · exact fermi_error_le ha hc (fun _ => le_rfl) (fun _ => le_rfl) hb (add_pos hs ht) h₀ m
  · rw [div_le_iff₀ (mul_pos (add_pos hs ht) hb)]
    have h := logImbalance_le_error ha hc (fun _ => hs.le) (fun _ => ht.le)
      (fun _ => le_rfl) (fun _ => le_rfl) hb h₀ m
    linarith

end

end FermiLevelCertificate
```

```lean
#print axioms FermiLevelCertificate.existsUnique_neutral_level
-- 'FermiLevelCertificate.existsUnique_neutral_level' depends on axioms: [propext, Classical.choice, Quot.sound]
#print axioms FermiLevelCertificate.fermi_error_eq
-- 'FermiLevelCertificate.fermi_error_eq' depends on axioms: [propext, Classical.choice, Quot.sound]
```

## How the Lean proof follows the estimate

`log_negativeCharge_growth` is the species-by-species comparison, with its lower charge bound called `s`. Its intermediate inequality `key` is proved by `Finset.sum_le_sum`; `Real.log_le_log` and `Real.log_mul` then turn the exponential factor into the linear rate. `negativeCharge_pos` supplies the positivity that the logarithms need.

The positive side requires no second comparison. `positiveCharge_eq` writes P(m) as a sum of the negative type evaluated at −m, so `logImbalance_decrease` applies the growth lemma twice and adds the results. `log_negativeCharge_growth_le` obtains the upper rate from the lower one by reversing the signs of both the charges and the Fermi level.

In `fermi_error_le`, `hg` records L(m₀) = 0, and `le_total` splits the proof into the cases m ≤ m₀ and m₀ ≤ m. `fermi_level_certificate` sets both charge bounds to one.

`existsUnique_neutral_level` builds the bracket [−D, D] and applies `intermediate_value_Icc'`. Injectivity of the logarithm on positive numbers converts L(m₀) = 0 back into P(m₀) = R(m₀), and the certificate gives uniqueness.

`logImbalance_le_error` combines the upper rates, using the non-negative charge magnitudes to fix the sign of L on each side of m₀. Finally, `fermi_error_eq` joins the upper and lower bounds by `le_antisymm`.
